# Van Vleck's formula for finitely many levels quadratic in the field, with zero mean moment

## Atoms in a weak magnetic field

A dilute gas of atoms is in thermal equilibrium in a weak magnetic field $B$. The field shifts each atomic level $n$, and we take its energy to be

$$E_n(B) = e_n + a_n B + c_n B^2 .$$

Here $e_n$ is the field-free energy. The coefficient $a_n$ is minus the moment along the field direction that the level has at zero field. The coefficient $c_n$ collects the diamagnetic energy and the second-order effect of mixing with other levels. How large a mean moment does a small field induce per atom?

Let $\beta = 1/(k_B T) > 0$, and let

$$Z(B) = \sum_n e^{-\beta E_n(B)}, \qquad F(B) = \frac{\log Z(B)}{\beta}, \qquad w_n = \frac{e^{-\beta e_n}}{Z(0)} .$$

Here $F$ is minus the Helmholtz free energy, and $w_n$ is the Boltzmann weight at zero field. The mean moment is $F'(B)$, so the response is $F''(0)$.

## The response and its condition

For any coefficients,

$$F''(0) = \sum_n w_n(\beta a_n^2 - 2c_n) - \beta\Big(\sum_n w_n a_n\Big)^2 .$$

Van Vleck's formula is the first sum alone. It equals $F''(0)$ exactly when $\sum_n w_n a_n = 0$, which says that the atom has no mean moment along the field direction when the field is off. Time-reversal symmetry ensures this in a free atom, because it maps each state to one of equal $e_n$ and opposite $a_n$, provided the finite list of levels contains the partner of each of its states.

A model with a single state and $a \neq 0$, which time reversal rules out for a free atom, shows the role of the condition. There $F(B) = -(e + aB + cB^2)$, so $F''(0) = -2c$, whereas the first sum gives $\beta a^2 - 2c$.

For non-interacting atoms with a finite list of computed levels, and with no mean moment at zero field, the formula gives the zero-field magnetic response from the field-free energies, the coefficients $a_n$ and $c_n$, and the temperature.

## Differentiating the free energy twice

Write $s_n(B) = dE_n/dB = a_n + 2c_n B$, and let $\langle\cdot\rangle$ be the thermal average in the field $B$. Each Boltzmann factor has derivative $-\beta s_n e^{-\beta E_n}$. With $S = \sum_n e^{-\beta E_n}s_n$ this gives $Z' = -\beta S$, and therefore

$$F' = \frac{Z'}{\beta Z} = -\frac{S}{Z} = -\langle s\rangle .$$

For the second derivative, let $C = \sum_n e^{-\beta E_n}\,2c_n$ and $Q = \sum_n e^{-\beta E_n}s_n^2$. The product rule gives $S' = C - \beta Q$, and the quotient rule gives

$$F'' = -\frac{(C-\beta Q)Z - S(-\beta S)}{Z^2}
= \beta\big(\langle s^2\rangle - \langle s\rangle^2\big) - \langle 2c\rangle .$$

At $B=0$ we have $s_n = a_n$, and the averages use the weights $w_n$. This is the general formula above. Since $\beta > 0$, its last term vanishes only if $\sum_n w_n a_n = 0$.

## Curie's law for one multiplet

Take $N+1$ levels with energies $g m_k B$, where $m_k = k - N/2$ and $k = 0,\dots,N$, and put $J = N/2$. The constant $g$ is a magnetic moment, namely the Landé factor times the Bohr magneton. At zero field all weights are $1/(N+1)$. Then

$$\sum_k m_k = \frac{N(N+1)}{2} - \frac{N(N+1)}{2} = 0,$$

$$\sum_k m_k^2 = (N+1)\Big(\frac{N(2N+1)}{6} - \frac{N^2}{2} + \frac{N^2}{4}\Big) = (N+1)\,\frac{J(J+1)}{3} .$$

The condition holds, and $F''(0) = \beta g^2 J(J+1)/3$, which is proportional to $1/T$.

## How the Lean statements read

`Levels ι` holds the three families of real coefficients, indexed by a type `ι`, which the main theorems take to be finite and nonempty. Each index is one state, so a degenerate level is listed once per state. `L.energy`, `L.slope`, `L.Z`, `L.weight`, `L.avg` and `L.potential` are $E_n$, $s_n$, $Z$, the Boltzmann weight at any field, the thermal average and $F$.

The theorem `van_vleck` assumes `0 < β` and a vanishing weighted sum of the `L.a n`. Its conclusion has the form `HasDerivAt (deriv (L.potential β)) … 0`: the first derivative of $F$ is differentiable at zero field, with the stated value. `van_vleck_iff` adds the converse, and `curie_law` treats the multiplet for every natural number `N`, including the single non-magnetic level at `N = 0`.

The coefficients are given numbers. Van Vleck's formula is often written with matrix elements of the moment operator; the perturbation theory that turns those into $a_n$ and $c_n$ is not derived here. The response is per atom, without the density and unit factors of a bulk susceptibility.

```lean
import Mathlib

open Finset

namespace VanVleckSusceptibility

noncomputable section

/-- A family of atomic levels in a magnetic field, given by their field-free energies `e`, linear
coefficients `a` and quadratic coefficients `c`. -/
structure Levels (ι : Type*) where
  e : ι → ℝ
  a : ι → ℝ
  c : ι → ℝ

variable {ι : Type*}

/-- The energy of level `n` in the field `B`. -/
def Levels.energy (L : Levels ι) (B : ℝ) (n : ι) : ℝ :=
  L.e n + L.a n * B + L.c n * B ^ 2

/-- The slope `dE_n/dB`, which is minus the magnetic moment of level `n` in the field `B`. -/
def Levels.slope (L : Levels ι) (B : ℝ) (n : ι) : ℝ :=
  L.a n + 2 * L.c n * B

variable [Fintype ι]

/-- The canonical partition function at inverse temperature `β` in the field `B`. -/
def Levels.Z (L : Levels ι) (β B : ℝ) : ℝ :=
  ∑ n, Real.exp (-β * L.energy B n)

/-- The Boltzmann weight of level `n`. -/
def Levels.weight (L : Levels ι) (β B : ℝ) (n : ι) : ℝ :=
  Real.exp (-β * L.energy B n) / L.Z β B

/-- The thermal average of a quantity that takes the value `f n` in level `n`. -/
def Levels.avg (L : Levels ι) (β B : ℝ) (f : ι → ℝ) : ℝ :=
  ∑ n, L.weight β B n * f n

/-- The potential `log Z / β`, which is minus the Helmholtz free energy. -/
def Levels.potential (L : Levels ι) (β B : ℝ) : ℝ :=
  Real.log (L.Z β B) / β

/-- A thermal average is a Boltzmann sum divided by the partition function. -/
theorem avg_eq (L : Levels ι) (β B : ℝ) (f : ι → ℝ) :
    L.avg β B f = (∑ n, Real.exp (-β * L.energy B n) * f n) / L.Z β B := by
  unfold Levels.avg Levels.weight
  rw [Finset.sum_div]
  exact Finset.sum_congr rfl (fun n _ => by ring)

omit [Fintype ι] in
/-- The field derivative of a Boltzmann factor. -/
theorem hasDerivAt_boltzmann (L : Levels ι) (β B : ℝ) (n : ι) :
    HasDerivAt (fun B => Real.exp (-β * L.energy B n))
      (Real.exp (-β * L.energy B n) * (-β * L.slope B n)) B := by
  have h : HasDerivAt (fun B => L.energy B n) (L.slope B n) B := by
    have h1 := ((hasDerivAt_id' B).const_mul (L.a n)).const_add (L.e n)
    have h2 := (hasDerivAt_pow 2 B).const_mul (L.c n)
    exact (h1.fun_add h2).congr_deriv (by simp [Levels.slope]; ring)
  exact (h.const_mul (-β)).exp

/-- The field derivative of the partition function. -/
theorem hasDerivAt_Z (L : Levels ι) (β B : ℝ) :
    HasDerivAt (fun B => L.Z β B)
      (-β * ∑ n, Real.exp (-β * L.energy B n) * L.slope B n) B := by
  have h := HasDerivAt.fun_sum (u := Finset.univ)
    (fun n _ => hasDerivAt_boltzmann L β B n)
  refine h.congr_deriv ?_
  rw [Finset.mul_sum]
  exact Finset.sum_congr rfl (fun n _ => by ring)

variable [Nonempty ι]

/-- The partition function is positive. -/
theorem Z_pos (L : Levels ι) (β B : ℝ) : 0 < L.Z β B :=
  Finset.sum_pos (fun _ _ => Real.exp_pos _) Finset.univ_nonempty

/-- The field derivative of `log Z / β` is the thermal average of the magnetic moment
`-dE_n/dB`, at every field. -/
theorem magnetization (L : Levels ι) {β : ℝ} (hβ : 0 < β) (B : ℝ) :
    HasDerivAt (L.potential β) (-L.avg β B (L.slope B)) B := by
  have hz := (Z_pos L β B).ne'
  have key : ∀ S z : ℝ, z ≠ 0 → -β * S / z / β = -(S / z) := by
    intro S z h
    field_simp
  refine (((hasDerivAt_Z L β B).log hz).div_const β).congr_deriv ?_
  rw [avg_eq]
  exact key _ _ hz

/-- The field derivative of the mean moment is `β` times the thermal variance of the moment,
minus the thermal average of the curvature `2 c_n` of the levels. -/
theorem fluctuation_formula (L : Levels ι) (β B : ℝ) :
    HasDerivAt (fun B => -L.avg β B (L.slope B))
      (β * (L.avg β B (fun n => L.slope B n ^ 2) - L.avg β B (L.slope B) ^ 2)
        - L.avg β B (fun n => 2 * L.c n)) B := by
  have hz := (Z_pos L β B).ne'
  have hs : ∀ n, HasDerivAt (fun B => L.slope B n) (2 * L.c n) B := fun n =>
    (((hasDerivAt_id' B).const_mul (2 * L.c n)).const_add (L.a n)).congr_deriv (by ring)
  -- derivative of the unnormalised mean slope
  have hS : HasDerivAt (fun B => ∑ n, Real.exp (-β * L.energy B n) * L.slope B n)
      ((∑ n, Real.exp (-β * L.energy B n) * (2 * L.c n))
        - β * ∑ n, Real.exp (-β * L.energy B n) * L.slope B n ^ 2) B := by
    have h := HasDerivAt.fun_sum (u := Finset.univ)
      (fun n _ => (hasDerivAt_boltzmann L β B n).fun_mul (hs n))
    refine h.congr_deriv ?_
    rw [Finset.mul_sum, ← Finset.sum_sub_distrib]
    exact Finset.sum_congr rfl (fun n _ => by ring)
  have key : ∀ C Q S z : ℝ, z ≠ 0 →
      -(((C - β * Q) * z - S * (-β * S)) / z ^ 2)
        = β * (Q / z - (S / z) ^ 2) - C / z := by
    intro C Q S z h
    field_simp
    ring
  -- quotient rule for the normalised average
  simp only [avg_eq]
  exact ((hS.fun_div (hasDerivAt_Z L β B) hz).fun_neg).congr_deriv (key _ _ _ _ hz)

/-- The second field derivative of `log Z / β` at zero field, for arbitrary linear
coefficients. -/
theorem zero_field_susceptibility (L : Levels ι) {β : ℝ} (hβ : 0 < β) :
    HasDerivAt (deriv (L.potential β))
      ((∑ n, L.weight β 0 n * (β * L.a n ^ 2 - 2 * L.c n))
        - β * (∑ n, L.weight β 0 n * L.a n) ^ 2) 0 := by
  have hd : deriv (L.potential β) = fun B => -L.avg β B (L.slope B) :=
    funext fun B => (magnetization L hβ B).deriv
  rw [hd]
  refine (fluctuation_formula L β 0).congr_deriv ?_
  have h0 : ∀ n, L.slope 0 n = L.a n := fun n => by simp [Levels.slope]
  have hsplit : ∑ n, L.weight β 0 n * (β * L.a n ^ 2 - 2 * L.c n)
      = β * (∑ n, L.weight β 0 n * L.a n ^ 2) - ∑ n, L.weight β 0 n * (2 * L.c n) := by
    rw [Finset.mul_sum, ← Finset.sum_sub_distrib]
    exact Finset.sum_congr rfl (fun n _ => by ring)
  simp only [Levels.avg, h0]
  rw [hsplit]
  ring

/-- **Van Vleck's formula**: if the thermal average of the linear coefficients vanishes at zero
field, the second derivative of `log Z / β` there is `∑ w_n (β a_n² - 2 c_n)`. -/
theorem van_vleck (L : Levels ι) {β : ℝ} (hβ : 0 < β)
    (h : ∑ n, L.weight β 0 n * L.a n = 0) :
    HasDerivAt (deriv (L.potential β))
      (∑ n, L.weight β 0 n * (β * L.a n ^ 2 - 2 * L.c n)) 0 :=
  (zero_field_susceptibility L hβ).congr_deriv (by rw [h]; ring)

/-- Van Vleck's expression is the zero-field second derivative of `log Z / β` exactly when the
thermal average of the linear coefficients vanishes. -/
theorem van_vleck_iff (L : Levels ι) {β : ℝ} (hβ : 0 < β) :
    deriv (deriv (L.potential β)) 0 = ∑ n, L.weight β 0 n * (β * L.a n ^ 2 - 2 * L.c n)
      ↔ ∑ n, L.weight β 0 n * L.a n = 0 := by
  constructor
  · intro h
    rw [(zero_field_susceptibility L hβ).deriv] at h
    have h2 : β * (∑ n, L.weight β 0 n * L.a n) ^ 2 = 0 := by linarith
    exact pow_eq_zero_iff (two_ne_zero) |>.mp ((mul_eq_zero.mp h2).resolve_left hβ.ne')
  · intro h
    exact (van_vleck L hβ h).deriv

/-- A Zeeman multiplet of `N + 1` levels with energies `g m B`, where `m = k - N/2` runs from
`-N/2` to `N/2`. -/
def multiplet (N : ℕ) (g : ℝ) : Levels (Fin (N + 1)) where
  e := fun _ => 0
  a := fun k => g * (((k : ℕ) : ℝ) - N / 2)
  c := fun _ => 0

/-- **Curie's law**: for a Zeeman multiplet with `J = N/2`, the second derivative of
`log Z / β` at zero field is `β g² J (J + 1) / 3`. -/
theorem curie_law (N : ℕ) (g : ℝ) {β : ℝ} (hβ : 0 < β) :
    HasDerivAt (deriv ((multiplet N g).potential β))
      (β * g ^ 2 * ((N / 2 : ℝ) * (N / 2 + 1)) / 3) 0 := by
  have hN : (N : ℝ) + 1 ≠ 0 := by positivity
  -- sums of m and m² over the multiplet, from sums with a free offset x
  have r1 : ∀ (x : ℝ) (M : ℕ), ∑ k ∈ range (M + 1), ((k : ℝ) - x)
      = (M + 1) * (M / 2 - x) := by
    intro x M
    induction M with
    | zero => simp
    | succ M ih => rw [Finset.sum_range_succ, ih]; push_cast; ring
  have r2 : ∀ (x : ℝ) (M : ℕ), ∑ k ∈ range (M + 1), ((k : ℝ) - x) ^ 2
      = (M + 1) * (M * (2 * M + 1) / 6 - M * x + x ^ 2) := by
    intro x M
    induction M with
    | zero => simp
    | succ M ih => rw [Finset.sum_range_succ, ih]; push_cast; ring
  have s1 : ∑ k : Fin (N + 1), (((k : ℕ) : ℝ) - N / 2) = 0 := by
    rw [Fin.sum_univ_eq_sum_range (fun k : ℕ => (k : ℝ) - N / 2) (N + 1), r1]
    ring
  have s2 : ∑ k : Fin (N + 1), (((k : ℕ) : ℝ) - N / 2) ^ 2
      = (N + 1) * ((N / 2 : ℝ) * (N / 2 + 1) / 3) := by
    rw [Fin.sum_univ_eq_sum_range (fun k : ℕ => ((k : ℝ) - N / 2) ^ 2) (N + 1), r2]
    ring
  -- at zero field all levels are equally populated
  have hw : ∀ k, (multiplet N g).weight β 0 k = 1 / ((N : ℝ) + 1) := by
    intro k
    simp [Levels.weight, Levels.Z, Levels.energy, multiplet]
  have h0 : ∑ k, (multiplet N g).weight β 0 k * (multiplet N g).a k = 0 := by
    calc _ = ∑ k : Fin (N + 1), g / ((N : ℝ) + 1) * (((k : ℕ) : ℝ) - N / 2) :=
          Finset.sum_congr rfl (fun k _ => by rw [hw]; simp only [multiplet]; ring)
      _ = 0 := by rw [← Finset.mul_sum, s1, mul_zero]
  refine (van_vleck (multiplet N g) hβ h0).congr_deriv ?_
  calc _ = ∑ k : Fin (N + 1), β * g ^ 2 / ((N : ℝ) + 1) * (((k : ℕ) : ℝ) - N / 2) ^ 2 :=
        Finset.sum_congr rfl (fun k _ => by rw [hw]; simp only [multiplet]; ring)
    _ = _ := by
        rw [← Finset.mul_sum, s2, ← mul_assoc, div_mul_cancel₀ _ hN]
        ring

end

end VanVleckSusceptibility
```

```lean
#print axioms VanVleckSusceptibility.van_vleck
#print axioms VanVleckSusceptibility.van_vleck_iff
#print axioms VanVleckSusceptibility.curie_law
```

```
'VanVleckSusceptibility.van_vleck' depends on axioms: [propext, Classical.choice, Quot.sound]
'VanVleckSusceptibility.van_vleck_iff' depends on axioms: [propext, Classical.choice, Quot.sound]
'VanVleckSusceptibility.curie_law' depends on axioms: [propext, Classical.choice, Quot.sound]
```

## From Boltzmann factors to the second derivative

Most of the calculus follows one pattern. Mathlib's rules produce a derivative in whatever form they generate, and `congr_deriv` leaves an algebraic identity between that form and the desired one.

`hasDerivAt_boltzmann` applies the chain rule to one factor, and `hasDerivAt_Z` sums the results. `magnetization` then differentiates the logarithm, which is allowed because `Z_pos` makes $Z$ positive, and `avg_eq` identifies $S/Z$ as a thermal average.

In `fluctuation_formula`, `hS` is the product-rule result $S' = C - \beta Q$. The identity `key` is the simplification after the quotient rule, with the same letters as above and `z` for $Z$.

`zero_field_susceptibility` needs the first derivative as a function, not just its value at zero. Because `magnetization` holds at every field, `deriv (L.potential β)` can be replaced by $-\langle s\rangle$ throughout, and `fluctuation_formula` is then evaluated at $B=0$. `van_vleck` deletes the squared mean. For the converse, `van_vleck_iff` compares the two expressions, finds that $\beta$ times the squared mean is zero, and divides out $\beta$.

In `curie_law`, the sums `r1` and `r2` are proved by induction with a free offset `x`. With the offset tied to $N/2$, every term would change when $N$ grows by one; a fixed `x` lets each step add a single term. Setting `x` to $N/2$ afterwards gives `s1` and `s2`, `hw` supplies the equal weights, and `van_vleck` does the rest.
